# A positive Pulay pressure p shrinks the relaxed volume of a Murnaghan solid by a fraction less than p/B

A variable-cell relaxation with a fixed set of plane waves can report zero pressure at a volume that is too small. If the Pulay pressure is then judged by one threshold for all materials, that threshold allows very different volume errors. For a solid that follows the Murnaghan law with pressure derivative 4, a Pulay pressure of 1 GPa costs less than 0.23 percent of the volume when the bulk modulus is 440 GPa, and more than 19 percent when it is 3 GPa.

The error comes from the incomplete basis. When the cell shrinks at a fixed set of plane waves, the wave vectors grow and the effective cutoff rises. The basis error in the energy normally falls, which favours smaller cells. The computed pressure is then lower than the true one by some p > 0, the Pulay pressure, and a relaxation that stops at zero computed pressure stops where the true pressure is p. Here and below, "true" refers to the result for a complete plane-wave basis with everything else in the calculation unchanged, not to experiment.

## Bounds on the volume at true pressure p

Let V0 be the true equilibrium volume, B > 0 the bulk modulus there, and b > 0 the derivative of the bulk modulus with respect to pressure. The Murnaghan law gives the pressure at volume V as

P(V) = (B/b)((V0/V)^b − 1).

It stands for the assumption that the bulk modulus grows linearly with pressure, as B + bP. For every p > 0, exactly one positive volume satisfies P(V) = p, and it obeys

1 − p/B < V/V0 < 1 − p/B + (1 + b)(p/B)²/2.

The quadratic estimate on the right exceeds V/V0 by less than

(1 + b)(1 + 2b)(p/B)³/6.

## Turning a Pulay pressure into a volume error

Given the bulk modulus, an upper estimate of the Pulay pressure at the final volume gives a bound on the volume error. Within the Murnaghan model, and for a purely hydrostatic Pulay stress, the ratio p/B is a strict upper bound on the fraction of V0 that is lost in a plane-wave relaxation. A volume tolerance ε is therefore met whenever p ≤ εB.

When p/B is not small, the quadratic estimate is a poor guide. The upper bound on V/V0 drops below 1 only if p/B < 2/(1 + b), which is 0.4 for b = 4. The closed form derived below has no such restriction and takes only one real power to evaluate.

## From the Murnaghan law to the bounds

Write q = p/B and u = V/V0, with u > 0. The condition P(V) = p reads

(B/b)(u^(−b) − 1) = p.

Multiplying by b/B and adding 1 gives

u^(−b) = 1 + bq.

The right side is positive, so the power can be inverted:

u = (1 + bq)^(−1/b).

Each step is reversible for positive u, so this one volume solves the equation and no other positive volume does.

What remains is to bound (1 + t)^(−s) for s > 0 and t > 0. For the linear bound, use exp(y) ≥ 1 + y with y = −s log(1 + t), and then log(1 + t) < t:

(1 + t)^(−s) ≥ 1 − s log(1 + t) > 1 − st.

For the quadratic bound, consider

f(x) = 1 − sx + s(s + 1)x²/2 − (1 + x)^(−s).

Here f(0) = 0, and the derivative is

f′(x) = s[(1 + x)^(−(s+1)) − (1 − (s + 1)x)].

By the linear bound with s + 1 in place of s, this is positive for x > 0. Hence f(t) > 0, that is,

(1 + t)^(−s) < 1 − st + s(s + 1)t²/2.

The cubic bound repeats the argument with

g(x) = (1 + x)^(−s) − [1 − sx + s(s + 1)x²/2 − s(s + 1)(s + 2)x³/6].

Again g(0) = 0, and

g′(x) = s[1 − (s + 1)x + (s + 1)(s + 2)x²/2 − (1 + x)^(−(s+1))],

which is positive for x > 0 by the quadratic bound with s + 1 in place of s. So g(t) > 0.

Now put s = 1/b and t = bq. The three terms become

st = q,

s(s + 1)t²/2 = (1 + b)q²/2,

s(s + 1)(s + 2)t³/6 = (1 + b)(1 + 2b)q³/6.

This gives all the stated bounds. The cubic one also identifies (1 + b)/2 as the true second-order coefficient, since the remaining error is of third order in q.

For b = 4, p = 1 and B = 440, the linear bound gives

1 − u < 1/440 < 0.0023.

The quadratic bound gives 1 − u > q − 5q²/2, which is positive at q = 1/440, so the volume is indeed too small.

For B = 3 the quadratic bound would show only an error above 1/18, or about 5.6 percent. The exact equation does better:

(V0/V)^4 = 1 + 4/3 = 7/3.

If the error were at most 19 percent, then V/V0 ≥ 0.81 and V0/V ≤ 100/81. The fourth power would be at most (100/81)^4 ≈ 2.323, which is less than 7/3 ≈ 2.333. The error is therefore above 19 percent.

## The Lean file and how its lemmas follow the derivation

`pressure_eq_iff` is the inversion. Its intermediate equivalence `h1` isolates the power of V0/V, and the rest takes the root of order b in one direction and raises to the power b in the other, with the rules for real powers.

`linear_lt` combines the same two inequalities for log and exp as above, and `nlinarith` joins them after the logarithm bound has been multiplied by s. `pos_of_slope_pos` states the principle behind the other two bounds: a function that vanishes at zero, is differentiable at zero and at every positive argument, and has positive slope for positive argument is positive for positive argument. It rests on Mathlib's theorem that a positive derivative implies strict monotonicity. `hasDerivAt_inverse_power` supplies the derivative of (1 + x)^(−s).

`lt_quadratic` and `cubic_lt` apply this principle to f and g. Each one gets the sign of the slope from the preceding bound, called with `s := s + 1`.

In `pulay_volume` and `pulay_volume_cubic`, the quantity 1/b is replaced by a variable s with s·b = 1. The `linear_combination` steps then carry out the substitution t = bq by using that relation. `stiff_solid` inserts numbers into the general bounds, while `soft_solid` argues by contradiction from the fourth-power equation.

```lean
import Mathlib

namespace PulayMurnaghan

noncomputable section

/-- The Murnaghan pressure at volume `V`, with bulk modulus `B`, its pressure derivative `b`
and equilibrium volume `V0`; the domain is `b ≠ 0`, `V0 > 0` and `V > 0`. -/
def murnaghanPressure (B b V0 V : ℝ) : ℝ := B / b * ((V0 / V) ^ b - 1)

/-- The volume `V0 (1 + b p / B) ^ (-1/b)`, for positive `B`, `b`, `V0` and `p`. -/
def relaxedVolume (B b V0 p : ℝ) : ℝ := V0 * (1 + b * (p / B)) ^ (-(1 / b))

/-- Inversion of the Murnaghan law: a positive volume has pressure `p` exactly when it is
the relaxed volume. -/
theorem pressure_eq_iff {B b V0 p V : ℝ} (hB : 0 < B) (hb : 0 < b) (hV0 : 0 < V0)
    (hp : 0 < p) (hV : 0 < V) :
    murnaghanPressure B b V0 V = p ↔ V = relaxedVolume B b V0 p := by
  have hq : 0 < 1 + b * (p / B) := by positivity
  have hr : 0 < V0 / V := by positivity
  -- isolate the power of the compression ratio
  have h1 : murnaghanPressure B b V0 V = p ↔ (V0 / V) ^ b = 1 + b * (p / B) := by
    unfold murnaghanPressure
    generalize (V0 / V) ^ b = y
    constructor
    · intro h
      have e : b * (B / b * (y - 1) / B) = y - 1 := by field_simp
      rw [← h, e]
      ring
    · intro h
      rw [h, show 1 + b * (p / B) - 1 = b * (p / B) by ring]
      field_simp
  rw [h1]
  unfold relaxedVolume
  -- take the root of order `b`
  constructor
  · intro h
    have e : b * -(1 / b) = -1 := by field_simp
    rw [← h, ← Real.rpow_mul hr.le, e, Real.rpow_neg_one]
    field_simp
  · intro h
    have e : V0 / V = (1 + b * (p / B)) ^ (1 / b) := by
      have hz := Real.rpow_pos_of_pos hq (1 / b)
      rw [h, Real.rpow_neg hq.le]
      generalize (1 + b * (p / B)) ^ (1 / b) = z at hz ⊢
      field_simp
    rw [e, ← Real.rpow_mul hq.le, one_div_mul_cancel hb.ne', Real.rpow_one]

/-- A function that is zero at zero, is differentiable at every `x ≥ 0` and has positive slope for
positive argument is positive there. -/
theorem pos_of_slope_pos {f f' : ℝ → ℝ} (h0 : f 0 = 0)
    (hd : ∀ x, 0 ≤ x → HasDerivAt f (f' x) x) (hpos : ∀ x, 0 < x → 0 < f' x)
    {t : ℝ} (ht : 0 < t) : 0 < f t := by
  have hm : StrictMonoOn f (Set.Ici 0) := by
    refine strictMonoOn_of_deriv_pos (convex_Ici 0)
      (fun x hx => (hd x hx).continuousAt.continuousWithinAt) (fun x hx => ?_)
    rw [interior_Ici] at hx
    have hx' : 0 < x := hx
    rw [(hd x hx'.le).deriv]
    exact hpos x hx'
  have h := hm (Set.mem_Ici.2 le_rfl) (Set.mem_Ici.2 ht.le) ht
  rwa [h0] at h

/-- The slope of the inverse power `(1 + x) ^ (-s)` for `x ≥ 0`. -/
theorem hasDerivAt_inverse_power (s : ℝ) {x : ℝ} (hx : 0 ≤ x) :
    HasDerivAt (fun y : ℝ => (1 + y) ^ (-s)) (-s * (1 + x) ^ (-(s + 1))) x := by
  have hne : 1 + x ≠ 0 := by positivity
  have h := HasDerivAt.comp_const_add 1 x
    (Real.hasDerivAt_rpow_const (x := 1 + x) (p := -s) (Or.inl hne))
  refine h.congr_deriv ?_
  rw [show -s - 1 = -(s + 1) by ring]

/-- The inverse power `(1 + t) ^ (-s)` lies above its linear expansion for `s > 0` and `t > 0`. -/
theorem linear_lt {s t : ℝ} (hs : 0 < s) (ht : 0 < t) :
    1 - s * t < (1 + t) ^ (-s) := by
  have h1 := Real.log_lt_sub_one_of_pos (x := 1 + t) (by linarith)
    (by intro h; linarith)
  have h2 := Real.add_one_le_exp (Real.log (1 + t) * -s)
  rw [Real.rpow_def_of_pos (by linarith)]
  nlinarith [mul_lt_mul_of_pos_left h1 hs]

/-- The inverse power `(1 + t) ^ (-s)` lies below its quadratic expansion for `s > 0` and `t > 0`.
-/
theorem lt_quadratic {s t : ℝ} (hs : 0 < s) (ht : 0 < t) :
    (1 + t) ^ (-s) < 1 - s * t + s * (s + 1) / 2 * t ^ 2 := by
  refine sub_pos.1 (pos_of_slope_pos
    (f := fun x => 1 - s * x + s * (s + 1) / 2 * x ^ 2 - (1 + x) ^ (-s))
    (f' := fun x => -s + s * (s + 1) * x + s * (1 + x) ^ (-(s + 1)))
    (by simp) (fun x hx => ?_) (fun x hx => ?_) ht)
  · have h2 : HasDerivAt (fun y : ℝ => y ^ 2) (2 * x) x := by
      simpa using hasDerivAt_pow 2 x
    have h := ((((hasDerivAt_id' x).const_mul s).const_sub 1).fun_add
      (h2.const_mul (s * (s + 1) / 2))).fun_sub (hasDerivAt_inverse_power s hx)
    exact h.congr_deriv (by ring)
  · -- the slope is positive by the linear bound for the next power
    have h := mul_pos hs (sub_pos.2 (linear_lt (s := s + 1) (by linarith) hx))
    linarith

/-- The inverse power `(1 + t) ^ (-s)` lies above its cubic expansion for `s > 0` and `t > 0`. -/
theorem cubic_lt {s t : ℝ} (hs : 0 < s) (ht : 0 < t) :
    1 - s * t + s * (s + 1) / 2 * t ^ 2 - s * (s + 1) * (s + 2) / 6 * t ^ 3
      < (1 + t) ^ (-s) := by
  refine sub_pos.1 (pos_of_slope_pos
    (f := fun x => (1 + x) ^ (-s) -
      (1 - s * x + s * (s + 1) / 2 * x ^ 2 - s * (s + 1) * (s + 2) / 6 * x ^ 3))
    (f' := fun x => -s * (1 + x) ^ (-(s + 1)) -
      (-s + s * (s + 1) * x - s * (s + 1) * (s + 2) / 2 * x ^ 2))
    (by simp) (fun x hx => ?_) (fun x hx => ?_) ht)
  · have h2 : HasDerivAt (fun y : ℝ => y ^ 2) (2 * x) x := by
      simpa using hasDerivAt_pow 2 x
    have h3 : HasDerivAt (fun y : ℝ => y ^ 3) (3 * x ^ 2) x := by
      simpa using hasDerivAt_pow 3 x
    have h := (hasDerivAt_inverse_power s hx).fun_sub
      (((((hasDerivAt_id' x).const_mul s).const_sub 1).fun_add
        (h2.const_mul (s * (s + 1) / 2))).fun_sub
        (h3.const_mul (s * (s + 1) * (s + 2) / 6)))
    exact h.congr_deriv (by ring)
  · have h := mul_pos hs (sub_pos.2 (lt_quadratic (s := s + 1) (by linarith) hx))
    linarith

/-- For positive `B`, `b`, `V0` and `p`, exactly one positive volume has Murnaghan pressure `p`, and
its ratio to `V0` lies between `1 - p/B` and `1 - p/B + (1 + b) (p/B)² / 2`. -/
theorem pulay_volume {B b V0 p : ℝ} (hB : 0 < B) (hb : 0 < b) (hV0 : 0 < V0)
    (hp : 0 < p) :
    (∃! V, 0 < V ∧ murnaghanPressure B b V0 V = p) ∧
    ∀ V, 0 < V → murnaghanPressure B b V0 V = p →
      1 - p / B < V / V0 ∧ V / V0 < 1 - p / B + (1 + b) * (p / B) ^ 2 / 2 := by
  constructor
  · have hpos : 0 < relaxedVolume B b V0 p := by
      unfold relaxedVolume
      positivity
    exact ⟨relaxedVolume B b V0 p, ⟨hpos, (pressure_eq_iff hB hb hV0 hp hpos).2 rfl⟩,
      fun V h => (pressure_eq_iff hB hb hV0 hp h.1).1 h.2⟩
  · intro V hV hP
    have hu : V / V0 = (1 + b * (p / B)) ^ (-(1 / b)) := by
      rw [(pressure_eq_iff hB hb hV0 hp hV).1 hP, relaxedVolume,
        mul_div_cancel_left₀ _ hV0.ne']
    have hs : 0 < 1 / b := by positivity
    have hc : 1 / b * b = 1 := one_div_mul_cancel hb.ne'
    have ht : 0 < b * (p / B) := by positivity
    rw [hu]
    generalize 1 / b = s at hs hc ⊢
    have h1 := linear_lt hs ht
    have h2 := lt_quadratic hs ht
    constructor
    · linear_combination h1 + (p / B) * hc
    · linear_combination h2 + (-(p / B) + (p / B) ^ 2 / 2 * (s * b + 1 + b)) * hc

/-- For positive `B`, `b`, `V0` and `p`, the ratio to `V0` of a positive volume at Murnaghan
pressure `p` falls short of the quadratic estimate by less than `(1 + b) (1 + 2 b) (p/B)³ / 6`. -/
theorem pulay_volume_cubic {B b V0 p V : ℝ} (hB : 0 < B) (hb : 0 < b) (hV0 : 0 < V0)
    (hp : 0 < p) (hV : 0 < V) (hP : murnaghanPressure B b V0 V = p) :
    1 - p / B + (1 + b) * (p / B) ^ 2 / 2 - V / V0
      < (1 + b) * (1 + 2 * b) * (p / B) ^ 3 / 6 := by
  have hu : V / V0 = (1 + b * (p / B)) ^ (-(1 / b)) := by
    rw [(pressure_eq_iff hB hb hV0 hp hV).1 hP, relaxedVolume,
      mul_div_cancel_left₀ _ hV0.ne']
  have hs : 0 < 1 / b := by positivity
  have hc : 1 / b * b = 1 := one_div_mul_cancel hb.ne'
  have ht : 0 < b * (p / B) := by positivity
  rw [hu]
  generalize 1 / b = s at hs hc ⊢
  have h3 := cubic_lt hs ht
  linear_combination h3 + (p / B - (p / B) ^ 2 / 2 * (s * b + 1 + b)
    + (p / B) ^ 3 / 6 * ((s * b) ^ 2 + s * b + 1 + 3 * b * (s * b + 1) + 2 * b ^ 2)) * hc

/-- For `b = 4`, bulk modulus 440 and Pulay pressure 1 in the same unit, the volume is too
small by less than 0.23 percent. -/
theorem stiff_solid {V0 V : ℝ} (hV0 : 0 < V0) (hV : 0 < V)
    (hP : murnaghanPressure 440 4 V0 V = 1) :
    0 < 1 - V / V0 ∧ 1 - V / V0 < 23 / 10000 := by
  obtain ⟨h1, h2⟩ := (pulay_volume (by norm_num) (by norm_num) hV0 one_pos).2 V hV hP
  constructor <;> linarith

/-- For `b = 4`, bulk modulus 3 and Pulay pressure 1 in the same unit, the volume is too
small by more than 19 percent. -/
theorem soft_solid {V0 V : ℝ} (hV0 : 0 < V0) (hV : 0 < V)
    (hP : murnaghanPressure 3 4 V0 V = 1) : 19 / 100 < 1 - V / V0 := by
  unfold murnaghanPressure at hP
  have h4 : (V0 / V) ^ (4 : ℝ) = 7 / 3 := by linarith
  have h4' : (V0 / V) ^ 4 = 7 / 3 := by
    rw [← h4]
    exact (Real.rpow_natCast (V0 / V) 4).symm
  by_contra hcon
  -- a smaller error would make the fourth power too small
  have h5 : 81 / 100 * V0 ≤ V := (le_div_iff₀ hV0).1 (by linarith)
  have h6 : V0 / V ≤ 100 / 81 := by
    rw [div_le_iff₀ hV]
    linarith
  have h7 := pow_le_pow_left₀ (by positivity) h6 4
  rw [h4'] at h7
  norm_num at h7

end

end PulayMurnaghan
```

```lean
#print axioms PulayMurnaghan.pulay_volume_cubic
-- 'PulayMurnaghan.pulay_volume_cubic' depends on axioms: [propext, Classical.choice, Quot.sound]
#print axioms PulayMurnaghan.stiff_solid
-- 'PulayMurnaghan.stiff_solid' depends on axioms: [propext, Classical.choice, Quot.sound]
#print axioms PulayMurnaghan.soft_solid
-- 'PulayMurnaghan.soft_solid' depends on axioms: [propext, Classical.choice, Quot.sound]
```

## What the theorems cover, and where the model ends

`murnaghanPressure B b V0 V` is the pressure P(V), with all arguments real numbers; the exponent b need not be an integer. `relaxedVolume B b V0 p` is the closed form V0(1 + bp/B)^(−1/b). B and p must be in the same unit, as must V and V0. The hypotheses `hB`, `hb`, `hV0` and `hp` say that the bulk modulus, its pressure derivative, the equilibrium volume and the Pulay pressure are positive.

The first part of `pulay_volume` uses `∃!` to say that exactly one V is both positive and at pressure p. The second part says that every such V satisfies the two strict inequalities. `pulay_volume_cubic` bounds the gap between the quadratic estimate and V/V0. In `stiff_solid` and `soft_solid` the error is `1 - V / V0`, the missing volume as a fraction of the true equilibrium volume, not of the relaxed one.

The Murnaghan law is assumed, not derived from an electronic-structure calculation. A real material follows it only approximately, and the 19 percent compression of the soft example asks much more of it than the stiff example does.

The parameters B, b and V0 belong to the true pressure curve. If they are fitted to energies computed with the same fixed set of plane waves, the basis error has already entered V0, and the bounds no longer measure the distance from the true equilibrium.

The Pulay pressure is an input. Nothing here computes it from a cutoff or describes how it varies with volume. In a relaxation, p is its value at the volume where the run stops, and the bounds apply to that volume. Uniqueness holds for a given p; it does not say that a relaxation with a volume-dependent Pulay pressure has only one stopping point.

Only the volume and a scalar pressure appear, so changes of cell shape and anisotropic stress are not treated. Negative p, which would correspond to a relaxed volume that is too large, is excluded by hypothesis. The theorems concern exact real numbers and make no statement about rounding in a code that evaluates the formulas.
